# Hypervirial recursion for the moments of $x$ in an eigenstate of $p^2/2 + V(x)$

Take linear operators $x$ and $p$, defined on all of one complex inner-product space and mapping it into itself, with $[x,p] = xp - px = i$ (units $\hbar = m = 1$), a polynomial $V$, the Hamiltonian $H = p^2/2 + V(x)$, and a unit vector $v$ with $Hv = Ev$ for a real number $E$. Write $\langle B\rangle = \langle v, Bv\rangle$ for an operator $B$. A simple case that shows the method is $B = xp$. The commutation relation gives $[H,x] = -ip$ and $[H,p] = iV'(x)$, so
$$[H, xp] = [H,x]\,p + x\,[H,p] = -i\,\bigl(p^2 - xV'(x)\bigr).$$
If $H$ is symmetric, $\langle [H,B]\rangle = E\langle B\rangle - E\langle B\rangle = 0$. Writing $p^2 = 2H - 2V(x)$ removes the momentum and leaves $2(E - \langle V\rangle) = \langle xV'\rangle$, a relation among moments of $x$. Replacing the factor $x$ in $B$ by $x^k$, and adding one correction term, gives such a relation for every integer $k \ge 3$:
$$2kE\langle x^{k-1}\rangle - 2k\langle x^{k-1}V\rangle - \langle x^kV'\rangle + \tfrac14\,k(k-1)(k-2)\langle x^{k-3}\rangle = 0 .$$
For one particle on the whole line, in a real polynomial potential that rises to $+\infty$ on both sides, such as $V = x^2/2 + x^4$, it fixes higher position moments of a stationary state from $E$ and lower moments, without the wave function.

## Setting

Parts (a) to (c) use no inner product. They hold in any associative algebra `A` over $\mathbb{C}$ with unit. Commutativity is not assumed; in a commutative algebra $[x,p] = i$ would force $1 = 0$.

```lean
import Mathlib

open Polynomial Complex
open scoped InnerProductSpace

namespace HypervirialRecursion

noncomputable section

section Algebra

variable {A : Type*} [Ring A] [Algebra ℂ A]
```

The commutator $[a,b] = ab - ba$ is `opComm a b`.

```lean
/-- The commutator `[a, b] = ab - ba`. -/
def opComm (a b : A) : A := a * b - b * a
```

A polynomial $f$ with complex coefficients has type `ℂ[X]`, its formal derivative $f'$ is `derivative f`, and `aeval x f` is $f(x)$, the result of substituting the algebra element $x$ for the variable $X$. Inside commutators and expectations, $f$, $f'$, $V$ stand for $f(x)$, $f'(x)$, $V(x)$. The relation $[x,p] = i$ is the hypothesis `opComm x p = I • (1 : A)`, where `I` is $i$.

```lean
/-- The Hamiltonian `H = p²/2 + V(x)` with a polynomial potential `V`. -/
def hamiltonian (x p : A) (V : ℂ[X]) : A := (1 / 2 : ℂ) • (p * p) + aeval x V
```

## (a) Momentum differentiates polynomials

*Task.* Show that $[p, f(x)] = -i f'(x)$ for every polynomial $f$.

*Solution.* A constant commutes with $p$ and has derivative zero. Both sides are additive in $f$. If the claim holds for a polynomial $g$, it holds for $gX$:
$$[p, g\,x] = [p,g]\,x - g\,[x,p] = -i g' x - i g = -i\,(gX)'(x).$$
Every monomial $aX^n$, with $a$ complex and $n$ a natural number, is reached from the constant $a$ in this way, and every polynomial is a sum of monomials.

*Check.* `Polynomial.induction_on` opens these three cases. In the third, `generalize` renames `C a * X ^ n` to `g`, the identity `e` is the first equality above, and `rw [e, ih, h]` inserts the induction hypothesis and the commutation relation.

```lean
/-- If `[x, p] = i`, then `[p, f(x)] = -i f'(x)` for every polynomial `f`. -/
theorem comm_p_poly {x p : A} (h : opComm x p = I • (1 : A)) (f : ℂ[X]) :
    opComm p (aeval x f) = (-I) • aeval x (derivative f) := by
  refine Polynomial.induction_on f (fun a => ?_) (fun f g hf hg => ?_) (fun n a ih => ?_)
  · rw [aeval_C, derivative_C, map_zero, smul_zero, opComm, Algebra.commutes, sub_self]
  · simp only [map_add, smul_add]
    rw [← hf, ← hg]
    unfold opComm
    noncomm_ring
  · rw [pow_succ, ← mul_assoc]
    generalize C a * X ^ n = g at ih ⊢
    simp only [derivative_mul, derivative_X, mul_one, map_add, map_mul, aeval_X]
    -- Leibniz rule for the commutator
    have e : opComm p (aeval x g * x) = opComm p (aeval x g) * x - aeval x g * opComm x p := by
      unfold opComm
      noncomm_ring
    rw [e, ih, h]
    simp only [smul_mul_assoc, mul_smul_comm, mul_one]
    module
```

## (b) The commutator of $H$ with $f(x)$

*Task.* Show that $[H, f] = -i f' p - \tfrac12 f''$.

*Solution.* Two polynomials in $x$ commute, so $[V,f] = 0$. The product rule $[p^2, f] = p[p,f] + [p,f]p$ and part (a) give
$$[H,f] = -\tfrac{i}{2}\,(p f' + f' p).$$
Part (a) applied to $f'$ reads $p f' = f' p - i f''$. Hence $[H,f] = -i f' p + \tfrac{i^2}{2} f'' = -i f' p - \tfrac12 f''$.

*Check.* `hV` is $[V,f]=0$, `e` splits $[H,f]$ by the product rule, `hp` moves $p$ to the right of $f'$, and `hI` supplies $(-i)^2 = -1$.

```lean
/-- If `[x, p] = i`, then `[H, f(x)] = -i f'(x) p - f''(x)/2`. -/
theorem comm_H_poly {x p : A} (h : opComm x p = I • (1 : A)) (V f : ℂ[X]) :
    opComm (hamiltonian x p V) (aeval x f) =
      (-I) • (aeval x (derivative f) * p)
        - (1 / 2 : ℂ) • aeval x (derivative (derivative f)) := by
  have hV : opComm (aeval x V) (aeval x f) = 0 := by
    rw [opComm, ← map_mul, ← map_mul, mul_comm V f, sub_self]
  have e : opComm (hamiltonian x p V) (aeval x f) =
      (1 / 2 : ℂ) • (p * opComm p (aeval x f) + opComm p (aeval x f) * p)
        + opComm (aeval x V) (aeval x f) := by
    simp only [opComm, hamiltonian, mul_add, add_mul, mul_sub, sub_mul, smul_mul_assoc,
      mul_smul_comm, mul_assoc]
    module
  -- move `p` to the right of `f'(x)`
  have hp : p * aeval x (derivative f) =
      aeval x (derivative f) * p + (-I) • aeval x (derivative (derivative f)) := by
    rw [← comm_p_poly h, opComm]
    abel
  have hI : ∀ y : A, (-I) • (-I) • y = -y := by
    intro y
    simp [smul_smul]
  rw [e, hV, comm_p_poly h]
  simp only [smul_mul_assoc, mul_smul_comm, hp, smul_add, hI]
  module
```

## (c) The operator identity

*Task.* For $B = f p + \tfrac{i}{2} f'$ show that
$$[H, B] = -i\,\bigl(2f'H - 2f'V - fV' + \tfrac14 f'''\bigr).$$

*Solution.* Since $p^2$ commutes with $p$, $[H,p] = [V,p] = -[p,V] = iV'$ by (a). Then, with (b) for $f$ and for $f'$,
$$[H,B] = [H,f]\,p + f\,[H,p] + \tfrac{i}{2}[H,f'] = -i f' p^2 - \tfrac12 f'' p + i fV' + \tfrac{i}{2}\bigl(-i f'' p - \tfrac12 f'''\bigr).$$
The last bracket contributes $+\tfrac12 f'' p - \tfrac{i}{4} f'''$, so the terms linear in $p$ cancel; the coefficient $i/2$ in $B$ is chosen for this. What remains is $-i\,(f' p^2 - fV' + \tfrac14 f''')$, and $p^2 = 2H - 2V$ gives the claim, with $H$ to the right of $f'$.

*Check.* `hHp` is $[H,p] = iV'$, `e` is the three-term expansion, and `key` is $\tfrac{i}{2}(-i) = \tfrac12$. The proof does not substitute for $p^2$; it unfolds `hamiltonian` on the right, so that $2f'H - 2f'V$ becomes $f'p^2$, and `module` compares coefficients.

```lean
/-- If `[x, p] = i`, then
`[H, f p + (i/2) f'] = -i (2 f' H - 2 f' V - f V' + f'''/4)`, all polynomials taken at `x`. -/
theorem comm_H_generator {x p : A} (h : opComm x p = I • (1 : A)) (V f : ℂ[X]) :
    opComm (hamiltonian x p V) (aeval x f * p + (I / 2) • aeval x (derivative f)) =
      (-I) • ((2 : ℂ) • (aeval x (derivative f) * hamiltonian x p V)
        - (2 : ℂ) • (aeval x (derivative f) * aeval x V)
        - aeval x f * aeval x (derivative V)
        + (1 / 4 : ℂ) • aeval x (derivative (derivative (derivative f)))) := by
  -- `[H, p] = i V'`
  have hHp : opComm (hamiltonian x p V) p = I • aeval x (derivative V) := by
    have e : opComm (hamiltonian x p V) p = -opComm p (aeval x V) := by
      simp only [opComm, hamiltonian, mul_add, add_mul, smul_mul_assoc, mul_smul_comm,
        mul_assoc]
      module
    rw [e, comm_p_poly h]
    module
  have e : ∀ H F G : A, opComm H (F * p + (I / 2) • G) =
      opComm H F * p + F * opComm H p + (I / 2) • opComm H G := by
    intro H F G
    simp only [opComm, mul_add, add_mul, mul_sub, sub_mul, smul_mul_assoc, mul_smul_comm,
      mul_assoc]
    module
  have key : ∀ y : A, (I / 2) • (-I) • y = (1 / 2 : ℂ) • y := by
    intro y
    rw [smul_smul]
    congr 1
    linear_combination (-1 / 2) * I_mul_I
  rw [e, comm_H_poly h, comm_H_poly h, hHp]
  -- the `f'' p` terms cancel and `p² = 2H - 2V`
  simp only [hamiltonian, mul_add, sub_mul, smul_mul_assoc, mul_smul_comm, mul_assoc,
    smul_sub, key]
  module

end Algebra
```

## (d) The hypervirial theorem

From here the algebra is `Module.End ℂ S`, the linear maps of a complex inner-product space `S` to itself, with composition as product. The inner product is conjugate-linear in its first slot. The space is not assumed complete and the maps are not assumed bounded, but each is defined on all of `S`. Physically `S` is a common domain that $x$, $p$ and $H$ map into itself; closures, self-adjoint extensions and boundary terms do not enter. For finite matrices the trace of $xp - px$ is zero, so $[x,p]=i$ fails in every nonzero finite dimension, a truncated basis included.

`expval v B` is $\langle B\rangle = \langle v, Bv\rangle$, a complex number. It is the expectation value for $\|v\| = 1$; for another nonzero $v$ the expectation value is $\langle v,Bv\rangle/\|v\|^2$.

```lean
variable {S : Type*} [NormedAddCommGroup S] [InnerProductSpace ℂ S]

/-- The diagonal matrix element `⟨v, B v⟩`, the expectation of `B` when `v` is normalised. -/
def expval (v : S) (B : Module.End ℂ S) : ℂ := ⟪v, B v⟫_ℂ
```

*Task.* Let $H$ be any symmetric operator, meaning $\langle Hu, w\rangle = \langle u, Hw\rangle$ for all vectors $u,w$, and let $Hv = Ev$ with $E$ real. Show that $\langle [H,B]\rangle = 0$ for every operator $B$.

*Solution.* Symmetry moves $H$ to the left: $\langle v, HBv\rangle = \langle Hv, Bv\rangle = \bar E\,\langle v, Bv\rangle = E\langle B\rangle$. Also $\langle v, BHv\rangle = E\langle B\rangle$ by linearity. The difference is zero.

*Check.* `h1` is the symmetry `hH` at the vectors $v$ and $Bv$; `Complex.conj_ofReal` is $\bar E = E$, available because `E : ℝ`. The final `rw` expands the commutator and ends in `sub_self`.

```lean
/-- Hypervirial theorem: if `H` is symmetric and `H v = E v` with real `E`, then
`⟨[H, B]⟩ = 0` for every operator `B`. -/
theorem hypervirial {H : Module.End ℂ S} (hH : LinearMap.IsSymmetric H) {v : S} {E : ℝ}
    (hv : H v = (E : ℂ) • v) (B : Module.End ℂ S) : expval v (opComm H B) = 0 := by
  have h1 : ⟪H v, B v⟫_ℂ = ⟪v, H (B v)⟫_ℂ := hH v (B v)
  rw [hv, inner_smul_left, Complex.conj_ofReal] at h1
  unfold expval opComm
  rw [LinearMap.sub_apply, Module.End.mul_apply, Module.End.mul_apply, hv, _root_.map_smul,
    inner_sub_right, inner_smul_right, ← h1, sub_self]
```

## (e) The relation for a general polynomial

The remaining statements about `S` share three hypotheses: `h` is $[x,p]=i$, `hH` says that $H = p^2/2 + V(x)$ is symmetric, and `hv` is $Hv = Ev$. Symmetry of $H$ is assumed, not derived. Neither $x$ nor $p$ is required to be symmetric and $V$ may have complex coefficients, so the statements do not say that the moments are real. The vector $v = 0$ is admitted by `hv` and gives $0 = 0$.

*Task.* Show that for every polynomial $f$
$$2E\langle f'\rangle - 2\langle f'V\rangle - \langle fV'\rangle + \tfrac14\langle f'''\rangle = 0 .$$

*Solution.* Apply (d) to the $B$ of (c). Because $H$ stands to the right of $f'$, it acts on $v$ first and $\langle f'H\rangle = E\langle f'\rangle$. So $-i$ times the left-hand side is zero, and $-i \neq 0$.

*Check.* `h0` is (d) for this $B$, rewritten by `comm_H_generator`. The `simp only` distributes the inner product over the terms and uses `hv`; `h1` removes the factor $-i$.

```lean
variable {x p : Module.End ℂ S} {V : ℂ[X]} {v : S} {E : ℝ}

/-- For `[x, p] = i`, symmetric `H = p²/2 + V(x)` and `H v = E v`, every polynomial `f` obeys
`2E⟨f'⟩ - 2⟨f' V⟩ - ⟨f V'⟩ + ⟨f'''⟩/4 = 0`. -/
theorem hypervirial_poly (h : opComm x p = I • (1 : Module.End ℂ S))
    (hH : LinearMap.IsSymmetric (hamiltonian x p V))
    (hv : hamiltonian x p V v = (E : ℂ) • v) (f : ℂ[X]) :
    2 * E * expval v (aeval x (derivative f))
      - 2 * expval v (aeval x (derivative f) * aeval x V)
      - expval v (aeval x f * aeval x (derivative V))
      + expval v (aeval x (derivative (derivative (derivative f)))) / 4 = 0 := by
  have h0 := hypervirial hH hv (aeval x f * p + (I / 2) • aeval x (derivative f))
  rw [comm_H_generator h] at h0
  simp only [expval, LinearMap.smul_apply, LinearMap.add_apply, LinearMap.sub_apply,
    Module.End.mul_apply, hv, _root_.map_smul, inner_smul_right, inner_add_right,
    inner_sub_right] at h0 ⊢
  have h1 := (mul_eq_zero.mp h0).resolve_left (neg_ne_zero.mpr I_ne_zero)
  linear_combination h1
```

## (f) The recursion

*Task.* For a natural number $n$ and $k = n+3$, show that
$$2(n+3)E\langle x^{n+2}\rangle - 2(n+3)\langle x^{n+2}V\rangle - \langle x^{n+3}V'\rangle + \tfrac14(n+3)(n+2)(n+1)\langle x^{n}\rangle = 0 .$$

*Solution.* Put $f = X^{n+3}$ in (e). Then $f' = (n+3)X^{n+2}$, $f'' = (n+3)(n+2)X^{n+1}$ and $f''' = (n+3)(n+2)(n+1)X^{n}$, and the numerical factors come out of the inner product. With $k = n+3$ this is the formula at the top, for each $k \ge 3$.

Every term scales by $|c|^2$ when $v$ is multiplied by a complex number $c$, so `hypervirial_recursion` needs no normalisation. In the smallest case $n = 0$ the last term is $\tfrac32\langle x^0\rangle = \tfrac32\|v\|^2$, which is $\tfrac32$ for a unit vector. If $V$ has degree $d \ge 1$ and leading coefficient $c_d$, the highest moment is $\langle x^{k+d-1}\rangle$, with coefficient $-(2k+d)\,c_d \neq 0$, so the relation can be solved for it.

*Check.* `hd` is the power rule $(X^{m+1})' = (m+1)X^m$, and `d1`, `d2`, `d3` are its cases $m = n+2,\ n+1,\ n$. Writing $k = n+3$ keeps subtraction out of the natural-number exponents. `push_cast` turns the cast of `n + 2` into `(n : ℂ) + 2`, and `linear_combination h0` matches the coefficients.

```lean
/-- Hypervirial recursion, with `k = n + 3`: under the same conditions
`2kE⟨x^(k-1)⟩ - 2k⟨x^(k-1) V⟩ - ⟨x^k V'⟩ + k(k-1)(k-2)⟨x^(k-3)⟩/4 = 0`. -/
theorem hypervirial_recursion (h : opComm x p = I • (1 : Module.End ℂ S))
    (hH : LinearMap.IsSymmetric (hamiltonian x p V))
    (hv : hamiltonian x p V v = (E : ℂ) • v) (n : ℕ) :
    2 * ((n : ℂ) + 3) * E * expval v (x ^ (n + 2))
      - 2 * ((n : ℂ) + 3) * expval v (x ^ (n + 2) * aeval x V)
      - expval v (x ^ (n + 3) * aeval x (derivative V))
      + ((n : ℂ) + 3) * ((n : ℂ) + 2) * ((n : ℂ) + 1) * expval v (x ^ n) / 4 = 0 := by
  have hd : ∀ m : ℕ, derivative (X ^ (m + 1) : ℂ[X]) = ((m : ℂ) + 1) • X ^ m := by
    intro m
    rw [derivative_X_pow, smul_eq_C_mul]
    simp
  have d1 : derivative (X ^ (n + 3) : ℂ[X]) = (((n + 2 : ℕ) : ℂ) + 1) • X ^ (n + 2) :=
    hd (n + 2)
  have d2 : derivative (X ^ (n + 2) : ℂ[X]) = (((n + 1 : ℕ) : ℂ) + 1) • X ^ (n + 1) :=
    hd (n + 1)
  have d3 := hd n
  -- the general relation with `f = X^k`
  have h0 := hypervirial_poly h hH hv (X ^ (n + 3))
  simp only [d1, d2, d3, _root_.map_smul, map_pow, aeval_X, smul_mul_assoc, expval,
    LinearMap.smul_apply, inner_smul_right] at h0
  push_cast at h0
  simp only [expval]
  linear_combination h0
```

## (g) The mean force vanishes

*Task.* Show that $\langle V'\rangle = 0$.

*Solution.* Put $f = 1$ in (e), so $B = p$. All derivatives of $f$ vanish and $-\langle V'\rangle = 0$ remains. The force is $-V'$, so its mean in the eigenstate $v$ is zero. Hard walls, which exert a force not contained in $-V'$, are outside the hypotheses.

*Check.* `simpa` evaluates the derivatives of `1` in `h0` and drops the sign.

```lean
/-- Under the same conditions the mean force vanishes: `⟨V'(x)⟩ = 0`. -/
theorem mean_force_zero (h : opComm x p = I • (1 : Module.End ℂ S))
    (hH : LinearMap.IsSymmetric (hamiltonian x p V))
    (hv : hamiltonian x p V v = (E : ℂ) • v) :
    expval v (aeval x (derivative V)) = 0 := by
  have h0 := hypervirial_poly h hH hv 1
  simpa [expval] using h0
```

## (h) The virial theorem

*Task.* For $\|v\| = 1$ show that $2(E - \langle V\rangle) = \langle xV'\rangle$.

*Solution.* Put $f = X$ in (e): $f' = 1$, $f''' = 0$, so $2E\langle 1\rangle - 2\langle V\rangle - \langle xV'\rangle = 0$, and $\langle 1\rangle = \|v\|^2 = 1$. Here $B = xp + \tfrac{i}{2}$, which differs from the opening case by a constant that commutes with $H$. The kinetic energy appears as $E - \langle V\rangle$. The form proved is that of one coordinate and polynomial $V$; a Coulomb potential is not a polynomial.

*Check.* `h1` is $\langle 1\rangle = 1$, the one place where `hn` is used, and `h2` is $\langle 0\rangle = 0$.

```lean
/-- Virial theorem: under the same conditions and for a unit vector `v`,
`2 (E - ⟨V⟩) = ⟨x V'⟩`. -/
theorem virial (h : opComm x p = I • (1 : Module.End ℂ S))
    (hH : LinearMap.IsSymmetric (hamiltonian x p V))
    (hv : hamiltonian x p V v = (E : ℂ) • v) (hn : ‖v‖ = 1) :
    2 * (E - expval v (aeval x V)) = expval v (x * aeval x (derivative V)) := by
  have h0 := hypervirial_poly h hH hv X
  have h1 : expval v 1 = 1 := by simp [expval, inner_self_eq_norm_sq_to_K, hn]
  have h2 : expval v 0 = 0 := by simp [expval]
  simp only [derivative_X, derivative_one, map_one, map_zero, one_mul,
    aeval_X, h1, h2] at h0
  linear_combination h0
```

## (i) A concrete pair of operators

On the space of polynomials let $x$ be multiplication by $X$.

```lean
/-- Position on polynomials: multiplication by `X`. -/
def xPoly : Module.End ℂ ℂ[X] := LinearMap.mulLeft ℂ X
```

Let $p = -i\,(d/dX - X)$. This is how $-i\,d/dX$ acts on the polynomial prefactor $f$ of the function $f(X)\,e^{-X^2/2}$.

```lean
/-- Momentum on polynomials: `-i (d/dX - X)`. -/
def pPoly : Module.End ℂ ℂ[X] := (-I) • (derivative - xPoly)
```

*Task.* Show that $[x,p] = i$, and that for $V = X^2/2$ the constant polynomial $1$ is an eigenvector of $H$ with eigenvalue $\tfrac12$.

*Solution.* For a polynomial $f$, $xpf = -i(Xf' - X^2 f)$ and $pxf = -i(f + Xf' - X^2 f)$, so $(xp - px)f = if$. Next $p\,1 = iX$ and $p(iX) = -i(i - iX^2) = 1 - X^2$. Therefore $H\,1 = \tfrac12(1 - X^2) + \tfrac12 X^2 = \tfrac12$.

*Check.* `hx` and `hp` give the action on `f`; `ring` closes the first claim after the product rule, and `hI`, which is $i^2 = -1$ for constant polynomials, closes the second. The theorem realises the commutation relation and the eigenvalue equation with a nonzero vector. The polynomials are given no inner product, so it does not supply `hH`, and (e) to (h) are not instantiated on this model.

```lean
/-- On polynomials `[xPoly, pPoly] = i`, and for `V = X²/2` the Hamiltonian sends `1` to
`1/2`. No inner product on polynomials is built here. -/
theorem ccr_eigenvector_witness :
    opComm xPoly pPoly = I • (1 : Module.End ℂ ℂ[X]) ∧
      hamiltonian xPoly pPoly ((1 / 2 : ℂ) • X ^ 2) 1 = (1 / 2 : ℂ) • (1 : ℂ[X]) := by
  have hx : ∀ f : ℂ[X], xPoly f = X * f := fun f => rfl
  have hp : ∀ f : ℂ[X], pPoly f = -C I * (derivative f - X * f) := by
    intro f
    simp only [pPoly, LinearMap.smul_apply, LinearMap.sub_apply, hx, smul_eq_C_mul, map_neg]
  have hI : (C I * C I : ℂ[X]) = -1 := by
    rw [← C_mul, I_mul_I]
    simp
  constructor
  · refine LinearMap.ext fun f => ?_
    simp only [opComm, LinearMap.sub_apply, LinearMap.smul_apply, Module.End.mul_apply,
      Module.End.one_apply, hx, hp, derivative_mul, derivative_X, smul_eq_C_mul]
    ring
  · simp only [hamiltonian, _root_.map_smul, map_mul, aeval_X, pow_two,
      LinearMap.add_apply, LinearMap.smul_apply, Module.End.mul_apply, hp, hx]
    rw [← smul_add]
    congr 1
    simp only [derivative_mul, derivative_neg, derivative_sub, derivative_C, derivative_one,
      derivative_X, derivative_zero]
    linear_combination (X ^ 2 - 1) * hI

end

end HypervirialRecursion
```

```lean
#print axioms HypervirialRecursion.hypervirial_recursion
#print axioms HypervirialRecursion.mean_force_zero
#print axioms HypervirialRecursion.virial
```

```
'HypervirialRecursion.hypervirial_recursion' depends on axioms: [propext, Classical.choice, Quot.sound]
'HypervirialRecursion.mean_force_zero' depends on axioms: [propext, Classical.choice, Quot.sound]
'HypervirialRecursion.virial' depends on axioms: [propext, Classical.choice, Quot.sound]
```

## Worked instance: the harmonic oscillator

Let $V = X^2/2$, $V' = X$, $\|v\| = 1$, under the hypotheses of (e). Part (g) gives $\langle x\rangle = 0$. Part (h) gives $2E - \langle x^2\rangle = \langle x^2\rangle$, so $\langle x^2\rangle = E$. The recursion becomes
$$(k+1)\langle x^{k+1}\rangle = 2kE\langle x^{k-1}\rangle + \tfrac14 k(k-1)(k-2)\langle x^{k-3}\rangle .$$
For $k = 3$ ($n = 0$): $4\langle x^4\rangle = 6E^2 + \tfrac32$, so $\langle x^4\rangle = \tfrac32E^2 + \tfrac38$. At $E = \tfrac12$, the eigenvalue in (i), this gives $\langle x^2\rangle = \tfrac12$ and $\langle x^4\rangle = \tfrac34$. For $k = 5$ ($n = 2$): $6\langle x^6\rangle = 5\cdot\tfrac34 + 15\cdot\tfrac12 = \tfrac{45}{4}$, so $\langle x^6\rangle = \tfrac{15}{8}$. These agree with the moments of the density $e^{-x^2}/\sqrt{\pi}$; the substitutions and that comparison were done on paper, not in Lean.
